# The average of 1/(z − 2t cos k) above a cosine band is 1/√(z² − 4t²)

For t > 0 and real z > 2t,

(1/2π) ∫ dk 1/(z − 2t cos k) = 1/√(z² − 4t²), with k running from −π to π,

and this average tends to +∞ as z approaches 2t from above.

A particle that hops with amplitude t between neighbouring sites of an infinite chain, with every site energy set to zero, has the energies 2t cos k, which fill the band from −2t to 2t. Here k is the wave number times the site spacing. The left-hand side is then the on-site element of the resolvent at an energy z above the band. For a single non-interacting particle on this chain, an impurity that raises one site energy by U > 0 binds a state above the band where U times this element equals 1. The divergence is why an arbitrarily weak U suffices in this one-dimensional model.

## Geometric decay along the chain

The on-site element can be found together with the elements between different sites. For n = 0, 1, 2, … let

G(n) = (1/2π) ∫ dk cos(nk)/(z − 2t cos k).

The cosine stands where textbooks often have exp(ink); the sine part is odd in k and integrates to zero. The denominator is at least z − 2t, which is positive, so the integrand is continuous.

**Equations of motion.** The addition theorem gives

cos((n+2)k) + cos(nk) = 2 cos((n+1)k) cos k,

and therefore

z cos((n+1)k) − t[cos((n+2)k) + cos(nk)] = (z − 2t cos k) cos((n+1)k).

Dividing by z − 2t cos k leaves cos((n+1)k) on the right, whose average over k from −π to π is zero because n + 1 is a non-zero integer. Hence

z G(n+1) = t[G(n+2) + G(n)].

At the source site the combination z − 2t cos k is divided by itself, and the average of 1 is 1:

z G(0) − 2t G(1) = 1.

**A bound.** Since |cos(nk)| ≤ 1 and the denominator is positive, |G(n)| ≤ G(0) for every n.

**The decaying solution.** A trial solution xⁿ satisfies the first equation of motion if

t(x² + 1) = zx.

Write s = √(z² − 4t²), which is positive. The roots are (z + s)/(2t) and (z − s)/(2t). They are positive and distinct, and their product is 1, so the smaller one,

x = (z − s)/(2t),

lies between 0 and 1. To show that G follows this root alone, define the defect

D(n) = G(n+1) − x G(n).

Multiplying the equation of motion by x and replacing zx by t(x² + 1) gives

t x G(n+2) = t(x² + 1) G(n+1) − t x G(n).

Subtracting t x² G(n+1) from both sides and dividing by t turns this into

x D(n+1) = D(n).

After m steps D(n) = xᵐ D(n+m). The bound gives |D(n+m)| ≤ 2G(0), while xᵐ tends to zero as m grows, so D(n) = 0. Thus G(n+1) = x G(n) for all n, and G(n) = xⁿ G(0).

**The amplitude.** The source equation becomes (z − 2tx) G(0) = 1. Since 2tx = z − s, this is s G(0) = 1, and

G(n) = xⁿ/√(z² − 4t²).

The case n = 0 is the stated average.

**The band edge.** Because z² − 4t² = (z − 2t)(z + 2t), the quantity s tends to zero through positive values as z decreases to 2t. Its reciprocal therefore tends to +∞.

## The resolvent element as an integral

```lean
import Mathlib

open Real Filter Topology

namespace CosineBandResolvent

noncomputable section
```

The function G(n) is called `siteGreen t z n` in Lean.

```lean
/-- Resolvent element between two sites `n` apart on a chain with band `2t cos k`: the average of
`cos (n k) / (z - 2t cos k)` over the Brillouin zone, for `t > 0` and energy `z > 2t`. -/
def siteGreen (t z : ℝ) (n : ℕ) : ℝ :=
  (1 / (2 * π)) * ∫ k in -π..π, Real.cos (n * k) / (z - 2 * t * Real.cos k)
```

The hopping `t` and the energy `z` are real numbers, and the distance `n` is a natural number that is converted to a real one inside the cosine. The letter z often denotes a complex energy; here it is real throughout. The definition accepts any real `t` and `z`. The range treated here enters through the hypotheses `ht : 0 < t` and `hz : 2 * t < z` of the theorems; in the last theorem, the one-sided limit takes the place of `hz`. The prefactor `1 / (2 * π)` turns the integral into an average.

The band is written as +2t cos k. With the other common sign, −2t cos k, a shift of k by π leaves the on-site average unchanged and multiplies G(n) by (−1)ⁿ.

The definition starts from the integral over k, with no Hamiltonian behind it. Identifying this integral with a matrix element of (z − H)⁻¹ for the infinite chain, by going over to Bloch states, is the step that the reader supplies.

## Positivity, continuity and linearity

The denominator is the sum of z − 2t, which is positive, and 2t(1 − cos k), which is not negative. The hint passed to `nlinarith` is this second contribution, up to the factor 2.

```lean
lemma denom_pos {t z : ℝ} (ht : 0 < t) (hz : 2 * t < z) (k : ℝ) :
    0 < z - 2 * t * Real.cos k := by
  nlinarith [mul_nonneg ht.le (sub_nonneg.mpr (Real.cos_le_one k))]
```

With a denominator that never vanishes, the integrand is continuous in k for every n.

```lean
lemma continuous_term {t z : ℝ} (ht : 0 < t) (hz : 2 * t < z) (n : ℕ) :
    Continuous fun k : ℝ => Real.cos (n * k) / (z - 2 * t * Real.cos k) :=
  Continuous.div (by fun_prop) (by fun_prop) (fun k => (denom_pos ht hz k).ne')
```

The equations of motion combine three integrals linearly. The next lemma allows that combination to be taken inside the integral for continuous functions.

```lean
lemma integral_comb {f g h : ℝ → ℝ} (hf : Continuous f) (hg : Continuous g)
    (hh : Continuous h) (a b : ℝ) :
    ∫ k in -π..π, (a * f k - b * (g k + h k))
      = a * (∫ k in -π..π, f k) - b * ((∫ k in -π..π, g k) + ∫ k in -π..π, h k) := by
  have A : Continuous fun k => a * f k := by fun_prop
  have B : Continuous fun k => b * (g k + h k) := by fun_prop
  rw [intervalIntegral.integral_sub (A.intervalIntegrable _ _) (B.intervalIntegrable _ _),
    intervalIntegral.integral_const_mul, intervalIntegral.integral_const_mul,
    intervalIntegral.integral_add (hg.intervalIntegrable _ _) (hh.intervalIntegrable _ _)]
```

## The two equations of motion

For the sites away from the source, `h0` says that cos((n+1)k) integrates to zero. It is proved by rescaling the variable and using that the sine vanishes at integer multiples of π. The identity `e` is the pointwise cancellation of the denominator, and `hr` inside it is the addition theorem, obtained by writing (n+2)k and nk as (n+1)k ± k. The last line multiplies the integrated identity by 1/(2π).

```lean
/-- Equation of motion away from the source, for `t > 0` and `z > 2t`: the resolvent elements
at neighbouring distances are linked by the hopping. -/
theorem siteGreen_hop {t z : ℝ} (ht : 0 < t) (hz : 2 * t < z) (n : ℕ) :
    z * siteGreen t z (n + 1) = t * (siteGreen t z (n + 2) + siteGreen t z n) := by
  have c := continuous_term ht hz
  have h0 : ∫ k in -π..π, Real.cos ((n + 1 : ℕ) * k) = 0 := by
    rw [intervalIntegral.integral_comp_mul_left (fun y => Real.cos y)
      (Nat.cast_ne_zero.mpr n.succ_ne_zero), integral_cos, mul_neg,
      Real.sin_neg, Real.sin_nat_mul_pi]
    simp
  -- the addition theorem cancels the denominator
  have e : ∀ k : ℝ, z * (Real.cos ((n + 1 : ℕ) * k) / (z - 2 * t * Real.cos k))
      - t * (Real.cos ((n + 2 : ℕ) * k) / (z - 2 * t * Real.cos k)
        + Real.cos (n * k) / (z - 2 * t * Real.cos k)) = Real.cos ((n + 1 : ℕ) * k) := by
    intro k
    have hr : Real.cos ((n + 2 : ℕ) * k) + Real.cos (n * k)
        = 2 * Real.cos ((n + 1 : ℕ) * k) * Real.cos k := by
      rw [show ((n + 2 : ℕ) : ℝ) * k = (n + 1 : ℕ) * k + k by push_cast; ring,
        show (n : ℝ) * k = (n + 1 : ℕ) * k - k by push_cast; ring, Real.cos_add, Real.cos_sub]
      ring
    rw [← add_div, ← mul_div_assoc, ← mul_div_assoc, ← sub_div,
      div_eq_iff (denom_pos ht hz k).ne']
    linear_combination (-t) * hr
  have h := integral_comb (c (n + 1)) (c (n + 2)) (c n) z t
  simp only [e] at h
  rw [h0] at h
  unfold siteGreen
  linear_combination (-(1 / (2 * π))) * h
```

The source equation uses the same linearity lemma, with the n = 1 term in both places of the sum. The pointwise combination is now 1, its integral is 2π, and `hn` records that the prefactor normalises this to 1.

```lean
/-- Equation of motion at the source site, for `t > 0` and `z > 2t`. -/
theorem siteGreen_source {t z : ℝ} (ht : 0 < t) (hz : 2 * t < z) :
    z * siteGreen t z 0 - 2 * t * siteGreen t z 1 = 1 := by
  have c := continuous_term ht hz
  have e : ∀ k : ℝ, z * (Real.cos ((0 : ℕ) * k) / (z - 2 * t * Real.cos k))
      - t * (Real.cos ((1 : ℕ) * k) / (z - 2 * t * Real.cos k)
        + Real.cos ((1 : ℕ) * k) / (z - 2 * t * Real.cos k)) = 1 := by
    intro k
    rw [Nat.cast_zero, zero_mul, Real.cos_zero, Nat.cast_one, one_mul, ← add_div,
      ← mul_div_assoc, ← mul_div_assoc, ← sub_div, div_eq_iff (denom_pos ht hz k).ne']
    ring
  have h := integral_comb (c 0) (c 1) (c 1) z t
  simp only [e] at h
  rw [intervalIntegral.integral_const, smul_eq_mul, mul_one, sub_neg_eq_add] at h
  have hn : (1 / (2 * π)) * (π + π) = 1 := by
    rw [← two_mul, one_div, inv_mul_cancel₀ (mul_ne_zero two_ne_zero Real.pi_ne_zero)]
  unfold siteGreen
  linear_combination (-(1 / (2 * π))) * h + hn
```

## The on-site element as a bound

The bound is proved under the integral sign. The absolute value of the integrand for distance n is at most the integrand for distance 0, because |cos(nk)| ≤ 1 and the denominator is positive.

```lean
/-- For `t > 0` and `z > 2t`, no resolvent element exceeds the on-site one in magnitude. -/
theorem abs_siteGreen_le {t z : ℝ} (ht : 0 < t) (hz : 2 * t < z) (n : ℕ) :
    |siteGreen t z n| ≤ siteGreen t z 0 := by
  unfold siteGreen
  rw [abs_mul, abs_of_pos (show 0 < 1 / (2 * π) by positivity), ← Real.norm_eq_abs]
  refine mul_le_mul_of_nonneg_left ?_ (by positivity)
  refine intervalIntegral.norm_integral_le_of_norm_le (by linarith [Real.pi_pos])
    (Eventually.of_forall fun k _ => ?_) ((continuous_term ht hz 0).intervalIntegrable _ _)
  have hd := denom_pos ht hz k
  rw [Real.norm_eq_abs, abs_div, abs_of_pos hd, Nat.cast_zero, zero_mul, Real.cos_zero,
    div_le_iff₀ hd, div_mul_cancel₀ _ hd.ne']
  exact Real.abs_cos_le_one _
```

## The closed form at every distance

The central theorem states G(n) = xⁿ/s with x and s written out in terms of t and z. Its proof first replaces the square root by a letter `s`, keeping only s² = z² − 4t² and s ≥ 0, and then replaces the root by `x`, keeping 2tx = z − s and |x| < 1. From these facts `hq` recovers the quadratic equation t(x² + 1) = zx.

The defect relation D(n) = xᵐ D(n+m) is `hD`, proved by induction on m; the inner `hs` is the single step D = x D at the next site. In `hstep` the bound `hC` limits the defect to 2G(0), and the limit xᵐ → 0 forces it to vanish. The source equation then gives `h0`, which reads G(0) s = 1. This also shows that s is not zero, so the division in the final formula is legitimate. An induction on n supplies the powers of x.

```lean
/-- For `t > 0` and `z > 2t`, the resolvent element at distance `n` is the `n`-th power of
`(z - √(z² - 4t²)) / (2t)`, divided by `√(z² - 4t²)`. -/
theorem siteGreen_eq {t z : ℝ} (ht : 0 < t) (hz : 2 * t < z) (n : ℕ) :
    siteGreen t z n
      = ((z - √(z ^ 2 - 4 * t ^ 2)) / (2 * t)) ^ n / √(z ^ 2 - 4 * t ^ 2) := by
  have hs : √(z ^ 2 - 4 * t ^ 2) ^ 2 = z ^ 2 - 4 * t ^ 2 := Real.sq_sqrt (by nlinarith)
  have hs0 := Real.sqrt_nonneg (z ^ 2 - 4 * t ^ 2)
  generalize √(z ^ 2 - 4 * t ^ 2) = s at hs hs0 ⊢
  have hx : 2 * t * ((z - s) / (2 * t)) = z - s := mul_div_cancel₀ _ (by positivity)
  have hlt : |(z - s) / (2 * t)| < 1 := by
    rw [abs_lt, lt_div_iff₀ (by positivity), div_lt_iff₀ (by positivity)]
    constructor <;> nlinarith
  generalize (z - s) / (2 * t) = x at hx hlt ⊢
  rw [← Real.norm_eq_abs] at hlt
  have hq : t * (x ^ 2 + 1) = z * x := by
    apply mul_left_cancel₀ (show 4 * t ≠ 0 by positivity)
    linear_combination (2 * t * x - z - s) * hx + hs
  have hC : ∀ m, ‖siteGreen t z m‖ ≤ siteGreen t z 0 := fun m => by
    rw [Real.norm_eq_abs]
    exact abs_siteGreen_le ht hz m
  -- the defect at `n` is `x ^ m` times the defect at `n + m`
  have hD : ∀ m n, siteGreen t z (n + 1) - x * siteGreen t z n
      = x ^ m * (siteGreen t z (n + m + 1) - x * siteGreen t z (n + m)) := by
    intro m n
    induction m with
    | zero => simp
    | succ m ih =>
      have hs : siteGreen t z (n + m + 1) - x * siteGreen t z (n + m)
          = x * (siteGreen t z (n + m + 2) - x * siteGreen t z (n + m + 1)) := by
        apply mul_left_cancel₀ ht.ne'
        linear_combination siteGreen t z (n + m + 1) * hq + x * siteGreen_hop ht hz (n + m)
      rw [ih, hs, pow_succ, mul_assoc]
      rfl
  -- boundedness therefore forces the defect to vanish
  have hstep : ∀ n, siteGreen t z (n + 1) = x * siteGreen t z n := by
    intro n
    have hlim := (tendsto_pow_atTop_nhds_zero_of_lt_one (norm_nonneg x) hlt).mul_const
      (siteGreen t z 0 + siteGreen t z 0)
    rw [zero_mul] at hlim
    refine sub_eq_zero.mp (norm_le_zero_iff.mp (ge_of_tendsto' hlim fun m => ?_))
    rw [hD m n, norm_mul, norm_pow]
    refine mul_le_mul_of_nonneg_left ?_ (pow_nonneg (norm_nonneg x) m)
    refine (norm_sub_le _ _).trans (add_le_add (hC _) ?_)
    rw [norm_mul]
    exact (mul_le_of_le_one_left (norm_nonneg _) hlt.le).trans (hC _)
  have h0 : siteGreen t z 0 * s = 1 := by
    linear_combination siteGreen_source ht hz + 2 * t * hstep 0 + siteGreen t z 0 * hx
  have hne : s ≠ 0 := right_ne_zero_of_mul_eq_one h0
  induction n with
  | zero => rw [pow_zero, eq_div_iff hne, h0]
  | succ n ih => rw [hstep, ih, pow_succ]; ring
```

## The average and its divergence

Setting n = 0 turns the cosine in the numerator and the power of x into 1, which leaves the identity stated at the outset.

```lean
/-- For `t > 0` and real `z > 2t`, the Brillouin-zone average of `1 / (z - 2t cos k)` is
`1 / √(z² - 4t²)`. -/
theorem average_resolvent {t z : ℝ} (ht : 0 < t) (hz : 2 * t < z) :
    (1 / (2 * π)) * ∫ k in -π..π, 1 / (z - 2 * t * Real.cos k)
      = 1 / √(z ^ 2 - 4 * t ^ 2) := by
  simpa only [siteGreen, Nat.cast_zero, zero_mul, Real.cos_zero, pow_zero] using
    siteGreen_eq ht hz 0
```

The last theorem expresses the approach to the band edge with filters. The symbol `𝓝[>] (2 * t)` means that z tends to 2t through values larger than 2t, and `atTop` means that, for every real number, the average exceeds it once z is close enough to 2t. The proof shows in `hl` that the square root tends to zero through positive values: continuity gives the limit, and z > 2t gives the sign. Composing with the fact that 1/y tends to +∞ as y decreases to zero gives the divergence of 1/√(z² − 4t²). The closed form then carries it over to the average, since the two agree for every z > 2t.

Both results concern real energies above the band of an infinite chain. Extracting the density of states inside the band from the resolvent involves complex z approaching the real axis, and a finite ring has a sum over discrete k in place of the integral.

```lean
/-- For `t > 0`, the averaged resolvent diverges to `+∞` as `z` approaches the band edge `2t`
from above. -/
theorem average_resolvent_diverges {t : ℝ} (ht : 0 < t) :
    Tendsto (fun z : ℝ => (1 / (2 * π)) * ∫ k in -π..π, 1 / (z - 2 * t * Real.cos k))
      (𝓝[>] (2 * t)) atTop := by
  have hc : Continuous fun z : ℝ => √(z ^ 2 - 4 * t ^ 2) := by fun_prop
  have h0 : √((2 * t) ^ 2 - 4 * t ^ 2) = 0 := by
    rw [show (2 * t) ^ 2 - 4 * t ^ 2 = 0 by ring, Real.sqrt_zero]
  -- the square root tends to zero through positive values
  have hl : Tendsto (fun z : ℝ => √(z ^ 2 - 4 * t ^ 2)) (𝓝[>] (2 * t)) (𝓝[>] 0) := by
    refine tendsto_nhdsWithin_iff.mpr ⟨(hc.tendsto' _ _ h0).mono_left nhdsWithin_le_nhds, ?_⟩
    filter_upwards [self_mem_nhdsWithin] with z hz
    have hz' : 2 * t < z := hz
    exact Real.sqrt_pos.mpr (by nlinarith)
  refine (tendsto_inv_nhdsGT_zero.comp hl).congr' ?_
  filter_upwards [self_mem_nhdsWithin] with z hz
  rw [average_resolvent ht hz, one_div]
  rfl

end

end CosineBandResolvent
```

```lean
#print axioms CosineBandResolvent.average_resolvent_diverges
```

```
'CosineBandResolvent.average_resolvent_diverges' depends on axioms: [propext, Classical.choice, Quot.sound]
```
